# Equality in the ensemble variational bound with positive, strictly decreasing weights forces ordered eigenstates

Let H be a Hermitian operator on an n-dimensional complex space, with eigenvalues E_0 ≤ … ≤ E_{n−1}. Let x_0, …, x_{k−1} be orthonormal, k ≤ n, with weights w_0 > … > w_{k−1} > 0. Then

Σ_i w_i ⟨x_i, H x_i⟩ = Σ_i w_i E_i

holds exactly when H x_i = E_i x_i for every i. For an excited-state ensemble calculation with a finite Hamiltonian matrix, reaching this value therefore means that each x_i is itself an eigenstate, with the eigenvalue E_i that belongs to its place in the order.

## Levels, energies and occupations

`AscendingSpectrum H b E` says that the orthonormal basis b consists of eigenvectors with real, ascending energies E. Degenerate levels are repeated. `energy` is the real part of ⟨x, Hx⟩, which for Hermitian H is the whole value. For m states y_i, `occupation` is

p_a = Σ_i |⟨b_a, y_i⟩|²,

and `gapTerm` is the share of level a in the energy excess, measured from a reference energy μ.

In Lean 4 with Mathlib:

```lean
import Mathlib

open Finset

namespace EnsembleEquality

noncomputable section

variable {V : Type*} [NormedAddCommGroup V] [InnerProductSpace ℂ V] {n k m : ℕ}

/-- The orthonormal basis `b` consists of eigenvectors of `H`, with real eigenvalues `E` in
ascending order. -/
structure AscendingSpectrum (H : V →ₗ[ℂ] V) (b : OrthonormalBasis (Fin n) ℂ V)
    (E : Fin n → ℝ) : Prop where
  mono : Monotone E
  eig : ∀ a, H (b a) = (E a : ℂ) • b a

/-- The real part of `⟨x, H x⟩`; for Hermitian `H` and normalised `x` this is the energy expectation
value. -/
def energy (H : V →ₗ[ℂ] V) (x : V) : ℝ := (inner ℂ x (H x)).re

/-- The total occupation of the level `a` by the states `y`. -/
def occupation (b : OrthonormalBasis (Fin n) ℂ V) (y : Fin m → V) (a : Fin n) : ℝ :=
  ∑ i, ‖inner ℂ (b a) (y i)‖ ^ 2

/-- The contribution of level `a` to the energy excess, relative to a reference energy `μ`: missing
occupation times `μ - E a` for the lowest `m` levels, occupation times `E a - μ` for the others. -/
def gapTerm (b : OrthonormalBasis (Fin n) ℂ V) (E : Fin n → ℝ) (y : Fin m → V) (μ : ℝ)
    (a : Fin n) : ℝ :=
  if (a : ℕ) < m then (1 - occupation b y a) * (μ - E a) else occupation b y a * (E a - μ)
```

## Hermitian H, ascending levels

Hermiticity supplies real energies and a complete eigenbasis; `exists_ascendingSpectrum` obtains both by sorting Mathlib's eigenvalues. Expanding x in this basis gives

⟨b_a, Hx⟩ = E_a ⟨b_a, x⟩
⟨x, Hx⟩ = Σ_a E_a |⟨b_a, x⟩|²,

which are `inner_apply` and `energy_eq`.

Without Hermiticity the result fails already for k = 1. If H e_1 = 0 and H e_2 = e_1, both eigenvalues are 0 and e_2 has energy 0, but e_2 is not an eigenvector. Ordering matters too: with levels listed as 0, −1, 1, the state (b_1 + b_2)/√2 has energy E_0 = 0 without being an eigenvector.

```lean
/-- Every Hermitian operator on an `n`-dimensional space has an orthonormal eigenbasis with
ascending eigenvalues. -/
theorem exists_ascendingSpectrum [FiniteDimensional ℂ V] {H : V →ₗ[ℂ] V}
    (hH : H.IsSymmetric) (hn : Module.finrank ℂ V = n) :
    ∃ (b : OrthonormalBasis (Fin n) ℂ V) (E : Fin n → ℝ), AscendingSpectrum H b E := by
  let σ := Tuple.sort (hH.eigenvalues hn)
  refine ⟨(hH.eigenvectorBasis hn).reindex σ.symm, hH.eigenvalues hn ∘ σ,
    Tuple.monotone_sort _, fun a => ?_⟩
  rw [OrthonormalBasis.reindex_apply, Equiv.symm_symm]
  exact hH.apply_eigenvectorBasis hn (σ a)

variable {H : V →ₗ[ℂ] V} {b : OrthonormalBasis (Fin n) ℂ V} {E : Fin n → ℝ}

/-- In the eigenbasis, `H` multiplies each component of a state by the level energy. -/
theorem AscendingSpectrum.inner_apply (h : AscendingSpectrum H b E) (x : V) (a : Fin n) :
    inner ℂ (b a) (H x) = (E a : ℂ) * inner ℂ (b a) x := by
  have hx : H x = ∑ c, (inner ℂ (b c) x * (E c : ℂ)) • b c := by
    conv_lhs => rw [← b.sum_repr' x]
    simp only [map_sum, map_smul, h.eig, smul_smul]
  rw [hx, b.orthonormal.inner_right_fintype, mul_comm]

/-- The energy of a state is the sum of the level energies times the level populations. -/
theorem AscendingSpectrum.energy_eq (h : AscendingSpectrum H b E) (x : V) :
    energy H x = ∑ a, E a * ‖inner ℂ (b a) x‖ ^ 2 := by
  rw [energy, ← b.sum_inner_mul_inner x (H x), Complex.re_sum]
  refine sum_congr rfl fun a _ => ?_
  rw [h.inner_apply, ← inner_conj_symm x (b a), Complex.sq_norm, Complex.normSq_apply]
  simp only [Complex.mul_re, Complex.mul_im, Complex.conj_re, Complex.conj_im,
    Complex.ofReal_re, Complex.ofReal_im]
  ring
```

## Orthonormal trial states

Orthonormality limits how much of the ensemble can sit in one level. For the first j+1 states, normalisation gives Σ_a p_a = j+1, and Bessel's inequality gives 0 ≤ p_a ≤ 1. Their energy excess is

S_j = Σ_{i≤j} (⟨x_i, H x_i⟩ − E_i) = Σ_a E_a p_a − Σ_{a≤j} E_a.

Since Σ_a p_a = j+1, every energy may be shifted by μ:

S_j = Σ_{a≤j} (1 − p_a)(μ − E_a) + Σ_{a>j} p_a (E_a − μ).

This is `energy_gap`, which needs only normalisation. With μ = E_j every term is nonnegative; `gapTerm_nonneg` proves this from Bessel's inequality and the ordering.

Without orthogonality, take levels 0 and 1, weights 2 and 1, x_1 = b_0 and x_0 = (b_0 + b_1)/√2. Both weighted sums equal 1, yet x_0 is not an eigenvector.

```lean
/-- The summed energy of `m` normalised states, minus the lowest `m` level energies, is the sum
of the level contributions, for any reference energy `μ`. -/
theorem AscendingSpectrum.energy_gap (h : AscendingSpectrum H b E) (hm : m ≤ n)
    {y : Fin m → V} (hy : ∀ i, ‖y i‖ = 1) (μ : ℝ) :
    ∑ i, energy H (y i) - ∑ i, E (Fin.castLE hm i) = ∑ a, gapTerm b E y μ a := by
  have hp : ∑ a, occupation b y a = m := by
    unfold occupation
    rw [sum_comm]
    simp [b.sum_sq_norm_inner_right, hy]
  have hE : ∑ i, energy H (y i) = ∑ a, E a * occupation b y a := by
    simp only [h.energy_eq, occupation, mul_sum]
    exact sum_comm
  have hs : ∀ a, gapTerm b E y μ a = E a * occupation b y a - μ * occupation b y a
      + (if (a : ℕ) < m then μ - E a else 0) := by
    intro a
    unfold gapTerm
    split_ifs <;> ring
  -- a sum restricted to the lowest `m` levels is a sum over `Fin m`
  have hc : ∑ a : Fin n, (if (a : ℕ) < m then μ - E a else 0)
      = ∑ i : Fin m, (μ - E (Fin.castLE hm i)) := by
    clear hs hE hp hy h
    obtain ⟨r, rfl⟩ := Nat.exists_eq_add_of_le hm
    rw [Fin.sum_univ_add]
    have h2 : ∑ i : Fin r, (if ((Fin.natAdd m i : Fin (m + r)) : ℕ) < m
        then μ - E (Fin.natAdd m i) else 0) = 0 :=
      sum_eq_zero fun i _ => if_neg (by simp)
    rw [h2, add_zero]
    exact sum_congr rfl fun i _ => if_pos i.isLt
  rw [sum_congr rfl fun a _ => hs a, sum_add_distrib, sum_sub_distrib, ← mul_sum, hp, hE, hc,
    sum_sub_distrib, sum_const, card_univ, Fintype.card_fin, nsmul_eq_mul]
  ring

/-- For orthonormal states, each level contribution is nonnegative when the reference energy is
that of the highest level to be filled. -/
theorem gapTerm_nonneg (hE : Monotone E) {j : ℕ} (hj : j < n) {y : Fin (j + 1) → V}
    (hy : Orthonormal ℂ y) (a : Fin n) : 0 ≤ gapTerm b E y (E ⟨j, hj⟩) a := by
  have h0 : 0 ≤ occupation b y a := by unfold occupation; positivity
  have h1 : occupation b y a ≤ 1 := by
    have hb := hy.sum_inner_products_le (b a) (s := univ)
    rw [b.orthonormal.1 a, one_pow] at hb
    unfold occupation
    simpa only [norm_inner_symm (b a)] using hb
  unfold gapTerm
  split_ifs with ha
  · exact mul_nonneg (sub_nonneg.2 h1)
      (sub_nonneg.2 (hE (Fin.le_def.2 (show (a : ℕ) ≤ j by omega))))
  · exact mul_nonneg h0 (sub_nonneg.2 (hE (Fin.le_def.2 (show j ≤ (a : ℕ) by omega))))
```

## Positive, strictly decreasing weights

The weights rank the states and need not sum to one. Put d_i = ⟨x_i, H x_i⟩ − E_i. For k ≥ 1, summation by parts gives

Σ_{i<k} w_i d_i = w_{k−1} S_{k−1} + Σ_{i<k−1} (w_i − w_{i+1}) S_i.

All coefficients are positive and all S_i ≥ 0, so the left side is never negative; this is the ensemble variational bound. If the left side vanishes, so does every S_i. `partial_sums_zero` proves the identity by induction, then uses that nonnegative terms with zero sum are all zero.

If the last weight were zero, the last state would not enter the sum and could be any unit vector orthogonal to the others.

```lean
/-- If positive, strictly decreasing weights give a zero weighted sum and all partial sums are
nonnegative, then all partial sums vanish. -/
theorem partial_sums_zero (w d : ℕ → ℝ) (hpos : ∀ i < k, 0 < w i)
    (hanti : ∀ i, i + 1 < k → w (i + 1) < w i)
    (hS : ∀ j < k, 0 ≤ ∑ i ∈ range (j + 1), d i)
    (h0 : ∑ i ∈ range k, w i * d i = 0) : ∀ j < k, ∑ i ∈ range (j + 1), d i = 0 := by
  -- summation by parts
  have abel_id : ∀ m, ∑ i ∈ range (m + 1), w i * d i = w m * ∑ i ∈ range (m + 1), d i
      + ∑ i ∈ range m, (w i - w (i + 1)) * ∑ l ∈ range (i + 1), d l := by
    intro m
    induction m with
    | zero => simp
    | succ m ih =>
      rw [sum_range_succ (fun i => w i * d i), ih,
        sum_range_succ (fun i => (w i - w (i + 1)) * ∑ l ∈ range (i + 1), d l),
        sum_range_succ d (m + 1)]
      ring
  intro j hj
  obtain ⟨m, rfl⟩ : ∃ m, k = m + 1 := ⟨k - 1, by omega⟩
  have hn : ∀ i ∈ range m, 0 ≤ (w i - w (i + 1)) * ∑ l ∈ range (i + 1), d l := by
    intro i hi
    have hi' := mem_range.1 hi
    exact mul_nonneg (sub_nonneg.2 (hanti i (by omega)).le) (hS i (by omega))
  have h1 := mul_nonneg (hpos m (by omega)).le (hS m (by omega))
  have h2 := sum_nonneg hn
  rw [abel_id m] at h0
  rcases (by omega : j < m ∨ j = m) with hjm | hjm
  · have h3 := (sum_eq_zero_iff_of_nonneg hn).1 (by linarith) j (mem_range.2 hjm)
    exact (mul_eq_zero.1 h3).resolve_left (sub_pos.2 (hanti j (by omega))).ne'
  · rw [hjm]
    have h3 : w m * ∑ i ∈ range (m + 1), d i = 0 := by linarith
    exact (mul_eq_zero.1 h3).resolve_left (hpos m (by omega)).ne'
```

## Equality of the weighted energies

Equality means Σ_i w_i d_i = 0, so every S_j vanishes, and subtracting neighbours gives d_j = 0: x_j has energy E_j. Each term of S_j vanishes as well. If E_a > E_j, then a > j and p_a (E_a − E_j) = 0, so p_a = 0 and ⟨b_a, x_j⟩ = 0. Now

Σ_a (E_j − E_a) |⟨b_a, x_j⟩|² = 0

has only nonnegative terms. Hence x_j has components only on levels with energy E_j, and H x_j = E_j x_j. This last step is `eigen_of_support`.

`ensemble_equality_iff` assembles the argument; `Fin.castLE hk i` is the state number i read as a level number. The converse inserts H x_i = E_i x_i into the energy, so without equality at least one of these eigenvalue equations fails. Within a degenerate level, the theorem selects no particular eigenvector.

```lean
/-- A normalised state of energy `e` without components on levels above `e` is an eigenvector
of `H` with eigenvalue `e`. -/
theorem AscendingSpectrum.eigen_of_support (h : AscendingSpectrum H b E) {x : V} {e : ℝ}
    (hx : ‖x‖ = 1) (he : energy H x = e) (hs : ∀ a, e < E a → inner ℂ (b a) x = 0) :
    H x = (e : ℂ) • x := by
  have hn : ∀ a ∈ univ, 0 ≤ (e - E a) * ‖inner ℂ (b a) x‖ ^ 2 := by
    intro a _
    rcases le_or_gt (E a) e with ha | ha
    · exact mul_nonneg (sub_nonneg.2 ha) (sq_nonneg _)
    · simp [hs a ha]
  have h0 : ∑ a, (e - E a) * ‖inner ℂ (b a) x‖ ^ 2 = 0 := by
    simp only [sub_mul, sum_sub_distrib]
    rw [← mul_sum, b.sum_sq_norm_inner_right, hx, ← h.energy_eq, he]
    ring
  have hc : ∀ a, inner ℂ (b a) (H x) = inner ℂ (b a) ((e : ℂ) • x) := by
    intro a
    rw [h.inner_apply, inner_smul_right]
    rcases mul_eq_zero.1 ((sum_eq_zero_iff_of_nonneg hn).1 h0 a (mem_univ a)) with h1 | h1
    · rw [sub_eq_zero.1 h1]
    · rw [norm_eq_zero.1 ((pow_eq_zero_iff two_ne_zero).1 h1), mul_zero, mul_zero]
  rw [← b.sum_repr' (H x), sum_congr rfl fun a _ => by rw [hc a], b.sum_repr']

/-- For positive, strictly decreasing weights, the ensemble energy of orthonormal states equals
the weighted sum of the lowest levels exactly when `H x_i = E_i x_i` for every `i`. -/
theorem ensemble_equality_iff (h : AscendingSpectrum H b E) (hk : k ≤ n) {x : Fin k → V}
    (hx : Orthonormal ℂ x) {w : Fin k → ℝ} (hw : StrictAnti w) (hpos : ∀ i, 0 < w i) :
    ∑ i, w i * energy H (x i) = ∑ i, w i * E (Fin.castLE hk i) ↔
      ∀ i, H (x i) = (E (Fin.castLE hk i) : ℂ) • x i := by
  constructor
  · intro heq
    obtain ⟨d, hd⟩ : ∃ d : ℕ → ℝ, ∀ i (hi : i < k),
        d i = energy H (x ⟨i, hi⟩) - E ⟨i, hi.trans_le hk⟩ :=
      ⟨fun i => if hi : i < k then energy H (x ⟨i, hi⟩) - E ⟨i, hi.trans_le hk⟩ else 0,
        fun i hi => dif_pos hi⟩
    obtain ⟨W, hW⟩ : ∃ W : ℕ → ℝ, ∀ i (hi : i < k), W i = w ⟨i, hi⟩ :=
      ⟨fun i => if hi : i < k then w ⟨i, hi⟩ else 0, fun i hi => dif_pos hi⟩
    have hgap : ∀ j (hj : j < k), ∑ i ∈ range (j + 1), d i = ∑ a, gapTerm b E
        (fun i : Fin (j + 1) => x (Fin.castLE hj i)) (E ⟨j, hj.trans_le hk⟩) a := by
      intro j hj
      rw [← h.energy_gap (y := fun i : Fin (j + 1) => x (Fin.castLE hj i))
        (le_trans hj hk) (fun i => hx.1 _), sum_range, ← sum_sub_distrib]
      exact sum_congr rfl fun i _ => hd i (lt_of_lt_of_le i.isLt hj)
    have hnn : ∀ j (hj : j < k) (a : Fin n), 0 ≤ gapTerm b E
        (fun i : Fin (j + 1) => x (Fin.castLE hj i)) (E ⟨j, hj.trans_le hk⟩) a :=
      fun j hj a => gapTerm_nonneg h.mono _ (hx.comp _ (Fin.castLE_injective hj)) a
    -- equality forces every partial energy excess to vanish
    have hzero : ∀ j < k, ∑ i ∈ range (j + 1), d i = 0 := by
      refine partial_sums_zero W d (fun i hi => by rw [hW i hi]; exact hpos _) ?_ ?_ ?_
      · intro i hi
        rw [hW _ hi, hW i (by omega)]
        exact hw (Fin.lt_def.2 (Nat.lt_succ_self i))
      · intro j hj
        rw [hgap j hj]
        exact sum_nonneg fun a _ => hnn j hj a
      · have ht : ∀ i : Fin k, W i * d i
            = w i * energy H (x i) - w i * E (Fin.castLE hk i) := by
          intro i
          rw [hW i i.isLt, hd i i.isLt]
          exact mul_sub _ _ _
        rw [sum_range, sum_congr rfl fun i _ => ht i, sum_sub_distrib, heq, sub_self]
    have hd0 : ∀ j < k, d j = 0 := by
      intro j hj
      have h1 := hzero j hj
      rw [sum_range_succ] at h1
      cases j with
      | zero => simpa using h1
      | succ l => rwa [hzero l (by omega), zero_add] at h1
    intro i
    refine h.eigen_of_support (hx.1 i)
      (sub_eq_zero.1 ((hd i i.isLt).symm.trans (hd0 i i.isLt))) fun a ha => ?_
    -- levels above `E_i` are not occupied by the first states up to `x_i`
    have hz := (sum_eq_zero_iff_of_nonneg fun a _ => hnn i i.isLt a).1
      ((hgap i i.isLt).symm.trans (hzero i i.isLt)) a (mem_univ a)
    have hna : ¬ (a : ℕ) < (i : ℕ) + 1 := fun hlt =>
      not_le_of_gt ha (h.mono (Fin.le_def.2 (Nat.lt_succ_iff.1 hlt)))
    unfold gapTerm at hz
    rw [if_neg hna] at hz
    have hocc := (mul_eq_zero.1 hz).resolve_right (sub_pos.2 ha).ne'
    have hle := single_le_sum
      (f := fun l : Fin ((i : ℕ) + 1) => ‖inner ℂ (b a) (x (Fin.castLE i.isLt l))‖ ^ 2)
      (fun l _ => sq_nonneg _) (mem_univ (Fin.last (i : ℕ)))
    have h2 : ‖inner ℂ (b a) (x i)‖ ^ 2 ≤ 0 := hle.trans_eq hocc
    exact norm_eq_zero.1 ((pow_eq_zero_iff two_ne_zero).1 (le_antisymm h2 (sq_nonneg _)))
  · intro hi
    refine sum_congr rfl fun i _ => ?_
    rw [energy, hi i, inner_smul_right, inner_self_eq_norm_sq_to_K, hx.1 i]
    simp
```

## Equal weights lose the order

`equal_weights_insufficient` takes all n eigenstates with unit weights and permutes them by σ. The total energy is unchanged, but a state moved to a position of different energy violates H x_i = E_i x_i. In a two-level system with E_0 < E_1, swapping the two eigenstates is enough.

```lean
/-- With equal weights, the eigenstates in permuted order are orthonormal and attain equality,
yet a state moved to a level of different energy is not an eigenvector for that level. -/
theorem equal_weights_insufficient (h : AscendingSpectrum H b E) (σ : Equiv.Perm (Fin n))
    {i : Fin n} (hi : E (σ i) ≠ E i) :
    Orthonormal ℂ (fun l => b (σ l)) ∧ ∑ l, energy H (b (σ l)) = ∑ l, E l ∧
      H (b (σ i)) ≠ (E i : ℂ) • b (σ i) := by
  refine ⟨b.orthonormal.comp σ σ.injective, ?_, fun hcon => hi ?_⟩
  · have he : ∀ a, energy H (b a) = E a := by
      intro a
      rw [energy, h.eig, inner_smul_right, inner_self_eq_norm_sq_to_K, b.orthonormal.1]
      simp
    simp only [he]
    exact Equiv.sum_comp σ E
  · rw [h.eig] at hcon
    exact Complex.ofReal_injective
      (smul_left_injective ℂ (b.orthonormal.ne_zero (σ i)) hcon)

end

end EnsembleEquality
```

```lean
#print axioms EnsembleEquality.exists_ascendingSpectrum
#print axioms EnsembleEquality.ensemble_equality_iff
#print axioms EnsembleEquality.equal_weights_insufficient
```

```
'EnsembleEquality.exists_ascendingSpectrum' depends on axioms: [propext, Classical.choice, Quot.sound]
'EnsembleEquality.ensemble_equality_iff' depends on axioms: [propext, Classical.choice, Quot.sound]
'EnsembleEquality.equal_weights_insufficient' depends on axioms: [propext, Classical.choice, Quot.sound]
```
